# The number of distinct pairs among n modes is n(n − 1)/2

The declaration `pair_count` states that `n` modes form n(n − 1)/2 unordered pairs of distinct modes. Mathematically, it sums the real number 1 over all indices i < j in `Fin n`, for any natural number `n`; no Hamiltonian or state enters. The attempt applies the preceding lemma, which says that a symmetric quantity without self-terms, summed over all ordered pairs, gives twice its sum over i < j. The quantity chosen is 1 − δᵢⱼ, which is 1 for distinct modes and 0 on the diagonal. It remains to show that its full double sum is n(n − 1) and that the δ drops out when i < j.

As first written in Lean, the proof fails:

```lean
import Mathlib

open Finset

namespace JordanWignerAllToAll

noncomputable section

/-- For a symmetric pair quantity without self-terms, the sum over all ordered pairs is
twice the sum over unordered pairs. -/
theorem sum_eq_two_mul_pairs {n : ℕ} (f : Fin n → Fin n → ℝ)
    (hs : ∀ i j, f i j = f j i) (h0 : ∀ i, f i i = 0) :
    ∑ i, ∑ j, f i j = 2 * ∑ i, ∑ j with i < j, f i j := by
  have split : ∀ i j, f i j =
      (if i < j then f i j else 0) + (if j < i then f j i else 0) := by
    intro i j
    rcases lt_trichotomy i j with h | h | h
    · rw [if_pos h, if_neg (not_lt_of_ge h.le), add_zero]
    · subst h
      simp [h0]
    · rw [if_neg (not_lt_of_ge h.le), if_pos h, zero_add]
      exact hs i j
  -- exchanging the two summations maps one half of the square onto the other
  have hswap : ∑ i, ∑ j, (if j < i then f j i else 0) =
      ∑ i, ∑ j, (if i < j then f i j else 0) := Finset.sum_comm
  simp only [Finset.sum_filter]
  calc ∑ i, ∑ j, f i j
      = ∑ i, ∑ j, ((if i < j then f i j else 0) + (if j < i then f j i else 0)) :=
        Finset.sum_congr rfl fun i _ => Finset.sum_congr rfl fun j _ => split i j
    _ = _ := by
        simp only [Finset.sum_add_distrib]
        rw [hswap]
        ring

/-- Among `n` modes there are `n (n - 1) / 2` pairs. -/
theorem pair_count (n : ℕ) :
    ∑ i : Fin n, ∑ j with i < j, (1 : ℝ) = (n : ℝ) * (n - 1) / 2 := by
  have h := sum_eq_two_mul_pairs (fun i j : Fin n => (1 : ℝ) - if i = j then 1 else 0)
    (fun i j => by simp only [eq_comm]) (fun i => by simp)
  have hfull : ∑ i : Fin n, ∑ j : Fin n, ((1 : ℝ) - if i = j then 1 else 0) =
      (n : ℝ) * (n - 1) := by
    simp [Finset.sum_sub_distrib]
  have hpairs : ∑ i : Fin n, ∑ j with i < j, ((1 : ℝ) - if i = j then 1 else 0) =
      ∑ i : Fin n, ∑ j with i < j, (1 : ℝ) := by
    refine Finset.sum_congr rfl fun i _ => Finset.sum_congr rfl fun j hj => ?_
    rw [if_neg (ne_of_lt (Finset.mem_filter.mp hj).2), sub_zero]
  rw [hfull, hpairs] at h
  linarith

end

end JordanWignerAllToAll
```

Messages:

```
Main.lean:41:27: error: unsolved goals
n : ℕ
h : ∑ i, ∑ j, (1 - if i = j then 1 else 0) = 2 * ∑ i, ∑ j with i < j, (1 - if i = j then 1 else 0)
⊢ ↑n * ↑n - ↑n = ↑n * (↑n - 1)
```

The error lies in the auxiliary claim `hfull`, that the full double sum of 1 − δᵢⱼ equals n(n − 1). The call to `simp` does evaluate the sums: the ones contribute n · n and the diagonal takes away n. What is left is the goal `↑n * ↑n - ↑n = ↑n * (↑n - 1)`, where `↑n` is `n` regarded as a real number. This is true, but the two sides are written differently, and `simp`, with the lemmas it has here, does not multiply out the product on the right to make them match. The `by` block then ends with the goal still open, which is what "unsolved goals" reports.

The added `ring` proves the remaining equation, since it follows from the laws of a commutative ring alone: multiplying out the right-hand side gives the left. The hypothesis `h` shown in the message is merely in scope and is not needed for this step.

This version goes through:

```diff
@@ -41,4 +41,5 @@
       (n : ℝ) * (n - 1) := by
     simp [Finset.sum_sub_distrib]
+    ring
   have hpairs : ∑ i : Fin n, ∑ j with i < j, ((1 : ℝ) - if i = j then 1 else 0) =
       ∑ i : Fin n, ∑ j with i < j, (1 : ℝ) := by
```
